# The sech decay of a localized dimer state at the self-trapping threshold $g=4t$

The dimer is described here by three real functions of time, defined for all real $s$, and not by two complex site amplitudes $c_1,c_2$. They are the population imbalance $z=|c_1|^2-|c_2|^2$, the intersite current $y=2\,\mathrm{Im}(c_1^*c_2)$ and the coherence $r=2\,\mathrm{Re}(c_1^*c_2)$. With $\hbar=1$, transfer $t$ and all population initially on site 1, they obey

$$z'=-2ty,\qquad y'=2tz-gzr,\qquad r'=gzy,\qquad z(0)=1,\quad y(0)=r(0)=0.$$

For $g>0$ the nonlinearity stands for a lattice that follows the charge instantly and lowers the energy of site $i$ by $g|c_i|^2$. These equations are the starting point; their derivation from an electron-phonon Hamiltonian is not part of the formal development.

## Three regimes from two conservation laws

For $t>0$ and $g=4t$, the unique solution is

$$z=\operatorname{sech}(2ts),\qquad y=\operatorname{sech}(2ts)\tanh(2ts),\qquad r=\tanh^2(2ts),$$

so $z$ stays positive and tends to zero. For $g>4t$ the imbalance stays above a positive bound, and for $|g|<4t$ it reaches zero in finite time. The threshold $4t$ belongs to the start on a single site: stationary states with unequal populations, $y=0$, $r=2t/g$ and $z^2=1-r^2$, exist already for $g>2t$.

**Conservation laws.** The equations of motion give $(4tr+gz^2)'=4tgzy-4tgzy=0$, and in $(z^2+y^2+r^2)'$ all terms cancel as well. The initial values then fix

$$4tr=g(1-z^2),\qquad z^2+y^2+r^2=1.$$

**At threshold.** With $g=4t$ the first law reads $r=1-z^2$, and the second becomes $y^2=z^2(1-z^2)$. Hence $|y|\le|z|$ and

$$(z^2e^{4ts})'=4te^{4ts}(z^2-zy)\ge0,\qquad (z^2e^{-4ts})'=-4te^{-4ts}(z^2+zy)\le0.$$

Comparison with $s=0$ gives $z^2\ge e^{-4t|s|}$, so $z$ never vanishes. We may therefore set $u=1/z$ and $p=y/z^2$. Then $u'=2ty/z^2=2tp$, and

$$p'=\frac{2tz-4tz(1-z^2)}{z^2}+\frac{4ty^2}{z^3}=\frac{-2t+4tz^2+4t(1-z^2)}{z}=2tu.$$

Thus $(u+p)e^{-2ts}$ and $(u-p)e^{2ts}$ are constant, both equal to 1, which gives $u=\cosh(2ts)$ and $p=\sinh(2ts)$. The stated profiles follow from $z=1/u$, $y=pz^2$ and $r=1-z^2$.

Conversely, $\operatorname{sech}'=-\operatorname{sech}\tanh$ and $\tanh'=\operatorname{sech}^2$ show that the profiles satisfy the equations. For the current, both sides equal $2t\operatorname{sech}(2ts)\,(1-2\tanh^2(2ts))$.

**Above threshold.** Let $w=1-z^2=y^2+r^2\ge0$. Since $r^2\le w$, the first law gives $g^2w^2=16t^2r^2\le16t^2w$, hence $w\le(4t/g)^2$ and $z^2\ge1-(4t/g)^2>0$. A continuous $z$ that starts at 1 and has no zero stays positive, so $z\ge\sqrt{1-(4t/g)^2}$.

**Below threshold.** Suppose that $z$ has no zero on $[0,T]$ with $T=4\pi t/(16t^2-g^2)$. The angle $\theta=\arctan(y/z)$ satisfies $\theta'=N/(z^2+y^2)$, where $N=y'z-yz'=2t(z^2+y^2)-gz^2r$. The conservation laws give

$$8tN=16t^2-g^2(1-z^2)^2-2g^2z^2(1-z^2)=16t^2-g^2+g^2z^4.$$

So $N\ge k$ with $k=(16t^2-g^2)/(8t)>0$. As $z^2+y^2\le1$, also $\theta'\ge k$, and $\theta(T)\ge kT=\pi/2$. No arctangent reaches that value, so $z$ must vanish by time $T$.

For this two-site model with instantaneous lattice response, the closed form supplies a reference trajectory for testing a numerical integrator exactly at the threshold, but only over a limited time. The solution approaches the stationary point $z=y=0$, $r=1$, where the linearized equations $z'=-2ty$, $y'=-2tz$ let small numerical errors grow like $e^{2ts}$. Even an accurate integrator will therefore in general depart from the sech curve after some time.

## The equations of motion as a Lean structure

```lean
import Mathlib

open Filter Topology Set

namespace DimerSelfTrapping

noncomputable section
```

The hyperbolic secant is defined through `Real.cosh`.

```lean
/-- The hyperbolic secant. -/
def sech (x : ℝ) : ℝ := 1 / Real.cosh x
```

`IsDimerSolution t g z y r` says that the three functions satisfy the differential equations at every real time, negative times included, and have the localized initial values. A trajectory given only for $s\ge0$ is not an instance. Lattice inertia, temperature and a site-energy difference are absent from the model.

```lean
/-- Dimer equations with transfer `t` and nonlinearity `g` for the population imbalance `z`,
the intersite current `y` and the coherence `r`, started with all population on one site. -/
structure IsDimerSolution (t g : ℝ) (z y r : ℝ → ℝ) : Prop where
  dz : ∀ s, HasDerivAt z (-(2 * t * y s)) s
  dy : ∀ s, HasDerivAt y (2 * t * z s - g * z s * r s) s
  dr : ∀ s, HasDerivAt r (g * z s * y s) s
  z0 : z 0 = 1
  y0 : y 0 = 0
  r0 : r 0 = 0
```

## Energy and Bloch-vector length

A function with zero derivative everywhere is constant. Applied to the two combinations found above, this yields the conservation laws for arbitrary real `t` and `g`.

```lean
/-- A quantity whose time derivative vanishes keeps its initial value. -/
lemma conserved {f : ℝ → ℝ} (h : ∀ s, HasDerivAt f 0 s) (s : ℝ) : f s = f 0 :=
  is_const_of_deriv_eq_zero (fun x => (h x).differentiableAt) (fun x => (h x).deriv) s 0

/-- Energy conservation ties the coherence to the population imbalance. -/
theorem coherence_eq {t g : ℝ} {z y r : ℝ → ℝ} (h : IsDimerSolution t g z y r) (s : ℝ) :
    4 * t * r s = g * (1 - z s ^ 2) := by
  have key := conserved (f := fun s => 4 * t * r s + g * (z s * z s)) (fun s =>
    (((h.dr s).const_mul (4 * t)).fun_add
      (((h.dz s).fun_mul (h.dz s)).const_mul g)).congr_deriv (by ring)) s
  simp only [h.z0, h.r0] at key
  linear_combination key

/-- The Bloch vector of the dimer keeps unit length. -/
theorem bloch_norm {t g : ℝ} {z y r : ℝ → ℝ} (h : IsDimerSolution t g z y r) (s : ℝ) :
    z s ^ 2 + y s ^ 2 + r s ^ 2 = 1 := by
  have key := conserved (f := fun s => z s * z s + y s * y s + r s * r s) (fun s =>
    ((((h.dz s).fun_mul (h.dz s)).fun_add ((h.dy s).fun_mul (h.dy s))).fun_add
      ((h.dr s).fun_mul (h.dr s))).congr_deriv (by ring)) s
  simp only [h.z0, h.y0, h.r0] at key
  linear_combination key
```

## Existence and uniqueness at $g=4t$

The identity $\operatorname{sech}^2=1-\tanh^2$ is needed to match the derivative of the current.

```lean
lemma sech_sq (x : ℝ) : sech x ^ 2 = 1 - Real.tanh x ^ 2 := by
  have hc : Real.cosh x ≠ 0 := (Real.cosh_pos x).ne'
  rw [Real.tanh_eq_sinh_div_cosh, sech]
  field_simp
  linarith [Real.cosh_sq x]
```

In the existence theorem, `hS` and `hT` are the derivatives of the two hyperbolic functions; the product rule does the rest. No sign of `t` is required.

```lean
/-- At `g = 4t` the hyperbolic profiles solve the dimer equations. -/
theorem critical_isSolution (t : ℝ) :
    IsDimerSolution t (4 * t) (fun s => sech (2 * t * s))
      (fun s => sech (2 * t * s) * Real.tanh (2 * t * s))
      (fun s => Real.tanh (2 * t * s) ^ 2) := by
  have hl : ∀ s : ℝ, HasDerivAt (fun s => 2 * t * s) (2 * t) s := fun s =>
    ((hasDerivAt_id' s).const_mul (2 * t)).congr_deriv (mul_one _)
  have hne : ∀ s : ℝ, Real.cosh (2 * t * s) ≠ 0 := fun s => (Real.cosh_pos _).ne'
  have hS : ∀ s : ℝ, HasDerivAt (fun s => sech (2 * t * s))
      (-(2 * t * (sech (2 * t * s) * Real.tanh (2 * t * s)))) s := fun s =>
    ((hasDerivAt_const s (1 : ℝ)).fun_div (hl s).cosh (hne s)).congr_deriv (by
      rw [Real.tanh_eq_sinh_div_cosh, sech]; ring)
  have hT : ∀ s : ℝ, HasDerivAt (fun s => Real.tanh (2 * t * s))
      (2 * t * sech (2 * t * s) ^ 2) s := by
    intro s
    have e : (fun s => Real.tanh (2 * t * s)) =
        fun s => Real.sinh (2 * t * s) / Real.cosh (2 * t * s) :=
      funext fun _ => Real.tanh_eq_sinh_div_cosh _
    rw [e]
    refine ((hl s).sinh.fun_div (hl s).cosh (hne s)).congr_deriv ?_
    have hnum : Real.cosh (2 * t * s) * (2 * t) * Real.cosh (2 * t * s) -
        Real.sinh (2 * t * s) * (Real.sinh (2 * t * s) * (2 * t)) = 2 * t := by
      linear_combination (2 * t) * Real.cosh_sq (2 * t * s)
    rw [hnum, sech]
    ring
  refine ⟨hS, fun s => ?_, fun s => ?_, by simp [sech], by simp, by simp⟩
  · exact ((hS s).fun_mul (hT s)).congr_deriv (by
      linear_combination (2 * t * sech (2 * t * s)) * sech_sq (2 * t * s))
  · simp only [sq]
    exact ((hT s).fun_mul (hT s)).congr_deriv (by ring)
```

The equivalence below contains both halves of the claim: read from right to left it is existence, from left to right uniqueness. In the proof, `hr` and `hy` are the conservation laws at threshold, and `hz` is the absence of zeros, obtained from a monotone function for $s\ge0$ and an antitone one for $s\le0$. The linear system for $1/z$ and $y/z^2$ is in `hv` and `hp`, its two constants are `hP` and `hQ`, and `hsol` recovers cosh and sinh.

```lean
/-- For `t > 0` and `g = 4t` the dimer equations with localized start have exactly one solution,
given by the hyperbolic profiles. -/
theorem critical_solution_iff {t : ℝ} (ht : 0 < t) (z y r : ℝ → ℝ) :
    IsDimerSolution t (4 * t) z y r ↔
      z = (fun s => sech (2 * t * s)) ∧
      y = (fun s => sech (2 * t * s) * Real.tanh (2 * t * s)) ∧
      r = (fun s => Real.tanh (2 * t * s) ^ 2) := by
  refine ⟨fun h => ?_, by rintro ⟨rfl, rfl, rfl⟩; exact critical_isSolution t⟩
  have hr : ∀ s, r s = 1 - z s ^ 2 := fun s =>
    mul_left_cancel₀ (by positivity : 4 * t ≠ 0) (coherence_eq h s)
  have hy : ∀ s, y s ^ 2 = z s ^ 2 * (1 - z s ^ 2) := fun s => by
    have hn := bloch_norm h s
    rw [hr s] at hn
    linear_combination hn
  have hE : ∀ a s : ℝ, HasDerivAt (fun s => Real.exp (a * s)) (Real.exp (a * s) * a) s :=
    fun a s => (((hasDerivAt_id' s).const_mul a).congr_deriv (mul_one a)).exp
  -- the imbalance decays at most exponentially, so it never vanishes
  have hF : ∀ a s : ℝ, HasDerivAt (fun s => z s * z s * Real.exp (a * s))
      (Real.exp (a * s) * (a * z s ^ 2 - 4 * t * (z s * y s))) s := fun a s =>
    (((h.dz s).fun_mul (h.dz s)).fun_mul (hE a s)).congr_deriv (by ring)
  have hz : ∀ s, z s ≠ 0 := by
    intro s h0
    rcases le_total 0 s with hs | hs
    · have hm : Monotone (fun s => z s * z s * Real.exp (4 * t * s)) := by
        refine monotone_of_deriv_nonneg (fun x => (hF _ x).differentiableAt) fun x => ?_
        rw [(hF _ x).deriv]
        have h1 : 0 ≤ z x ^ 2 - z x * y x := by
          nlinarith [sq_nonneg (z x - y x), sq_nonneg (z x ^ 2), hy x]
        have h2 := mul_nonneg (by positivity : 0 ≤ 4 * t) h1
        exact mul_nonneg (Real.exp_pos _).le (by linarith)
      have h3 := hm hs
      simp only [h.z0, h0, mul_zero, zero_mul, Real.exp_zero, mul_one] at h3
      linarith
    · have hm : Antitone (fun s => z s * z s * Real.exp (-(4 * t) * s)) := by
        refine antitone_of_deriv_nonpos (fun x => (hF _ x).differentiableAt) fun x => ?_
        rw [(hF _ x).deriv]
        have h1 : 0 ≤ z x ^ 2 + z x * y x := by
          nlinarith [sq_nonneg (z x + y x), sq_nonneg (z x ^ 2), hy x]
        have h2 := mul_nonneg (by positivity : 0 ≤ 4 * t) h1
        exact mul_nonpos_of_nonneg_of_nonpos (Real.exp_pos _).le (by linarith)
      have h3 := hm hs
      simp only [h.z0, h0, mul_zero, zero_mul, Real.exp_zero, mul_one] at h3
      linarith
  -- `1/z` and `y/z²` obey a linear system
  have hv : ∀ s, HasDerivAt (fun s => 1 / z s) (2 * t * (y s / (z s * z s))) s := fun s =>
    ((hasDerivAt_const s (1 : ℝ)).fun_div (h.dz s) (hz s)).congr_deriv (by ring)
  have hp : ∀ s, HasDerivAt (fun s => y s / (z s * z s)) (2 * t * (1 / z s)) s := by
    intro s
    have hzs := hz s
    refine ((h.dy s).fun_div ((h.dz s).fun_mul (h.dz s)) (mul_ne_zero hzs hzs)).congr_deriv ?_
    rw [div_eq_iff (pow_ne_zero 2 (mul_ne_zero hzs hzs))]
    have e : 2 * t * (1 / z s) * (z s * z s) ^ 2 = 2 * t * z s ^ 3 := by field_simp
    linear_combination (4 * t * z s) * hy s - (4 * t * z s ^ 3) * hr s - e
  have hsol : ∀ s, 1 / z s = Real.cosh (2 * t * s) ∧
      y s / (z s * z s) = Real.sinh (2 * t * s) := by
    intro s
    have hP := conserved (f := fun s => (1 / z s + y s / (z s * z s)) * Real.exp (-(2 * t) * s))
      (fun s => (((hv s).fun_add (hp s)).fun_mul (hE _ s)).congr_deriv (by ring)) s
    have hQ := conserved (f := fun s => (1 / z s - y s / (z s * z s)) * Real.exp (2 * t * s))
      (fun s => (((hv s).fun_sub (hp s)).fun_mul (hE _ s)).congr_deriv (by ring)) s
    norm_num only [h.z0, h.y0, mul_zero, Real.exp_zero] at hP hQ
    have ee : Real.exp (2 * t * s) * Real.exp (-(2 * t) * s) = 1 := by
      rw [← Real.exp_add, show 2 * t * s + -(2 * t) * s = 0 by ring, Real.exp_zero]
    have hA : 1 / z s + y s / (z s * z s) = Real.exp (2 * t * s) := by
      linear_combination Real.exp (2 * t * s) * hP - (1 / z s + y s / (z s * z s)) * ee
    have hB : 1 / z s - y s / (z s * z s) = Real.exp (-(2 * t) * s) := by
      linear_combination Real.exp (-(2 * t) * s) * hQ - (1 / z s - y s / (z s * z s)) * ee
    rw [Real.cosh_eq, Real.sinh_eq, show -(2 * t * s) = -(2 * t) * s by ring]
    exact ⟨by linear_combination hA / 2 + hB / 2, by linear_combination hA / 2 - hB / 2⟩
  have hzs : ∀ s, z s = sech (2 * t * s) := fun s => by
    rw [sech, ← (hsol s).1, one_div_one_div]
  refine ⟨funext hzs, funext fun s => ?_, funext fun s => ?_⟩
  · have h0 := hz s
    rw [Real.tanh_eq_sinh_div_cosh, sech, ← (hsol s).1, ← (hsol s).2]
    field_simp
  · rw [hr s, hzs s, sech_sq]
    ring
```

Positivity now follows from that of cosh. For the limit as $s\to+\infty$, the proof uses $\cosh(2ts)\ge ts$, which comes from $e^x\ge x+1$.

```lean
/-- For `t > 0` and `g = 4t` the population imbalance is positive at all times and tends to zero as
time goes to `+∞`. -/
theorem critical_imbalance {t : ℝ} (ht : 0 < t) {z y r : ℝ → ℝ}
    (h : IsDimerSolution t (4 * t) z y r) : (∀ s, 0 < z s) ∧ Tendsto z atTop (𝓝 0) := by
  obtain ⟨rfl, -, -⟩ := (critical_solution_iff ht z y r).1 h
  refine ⟨fun s => one_div_pos.2 (Real.cosh_pos _), ?_⟩
  have hc : Tendsto (fun s => Real.cosh (2 * t * s)) atTop atTop := by
    refine tendsto_atTop_mono (fun s => ?_) (tendsto_id.const_mul_atTop ht)
    rw [Real.cosh_eq, id]
    linarith [Real.add_one_le_exp (2 * t * s), Real.exp_pos (-(2 * t * s))]
  exact (tendsto_inv_atTop_zero.comp hc).congr fun s => by simp [sech]
```

## Trapping above, equal populations below

The next two theorems concern any solution that satisfies the structure; they don't construct one. In the first, `hb` is the lower bound on $z^2$, with the case $w=0$ treated separately before division by $w$. The intermediate value theorem then excludes a change of sign.

```lean
/-- For `t > 0` and `g > 4t` the number `√(1 - (4t/g)²)` is positive and the population imbalance is
at least this large at all times. -/
theorem trapped_above {t g : ℝ} (ht : 0 < t) (hg : 4 * t < g) {z y r : ℝ → ℝ}
    (h : IsDimerSolution t g z y r) :
    0 < √(1 - (4 * t / g) ^ 2) ∧ ∀ s, √(1 - (4 * t / g) ^ 2) ≤ z s := by
  have hg0 : 0 < g := by linarith
  have hq : (4 * t / g) ^ 2 < 1 := by
    rw [div_pow, div_lt_one (by positivity)]
    nlinarith
  have hb : ∀ s, 1 - (4 * t / g) ^ 2 ≤ z s ^ 2 := by
    intro s
    have hn := bloch_norm h s
    have hc := coherence_eq h s
    have hw : 0 ≤ 1 - z s ^ 2 := by nlinarith [sq_nonneg (y s), sq_nonneg (r s)]
    have h1 : g ^ 2 * (1 - z s ^ 2) ≤ (4 * t) ^ 2 := by
      rcases hw.eq_or_lt with h0 | h0
      · rw [← h0, mul_zero]; positivity
      · refine le_of_mul_le_mul_right ?_ h0
        have h2 : (4 * t) ^ 2 * r s ^ 2 = g ^ 2 * (1 - z s ^ 2) * (1 - z s ^ 2) := by
          linear_combination (4 * t * r s + g * (1 - z s ^ 2)) * hc
        rw [← h2]
        exact mul_le_mul_of_nonneg_left (by linarith [sq_nonneg (y s)]) (sq_nonneg _)
    have h3 : 1 - z s ^ 2 ≤ (4 * t / g) ^ 2 := by
      rw [div_pow, le_div_iff₀ (by positivity)]
      linarith
    linarith
  refine ⟨Real.sqrt_pos.2 (by linarith), fun s => Real.sqrt_le_iff.2 ⟨?_, hb s⟩⟩
  -- a sign change would force a zero of the imbalance
  by_contra hneg
  have hcont : Continuous z := continuous_iff_continuousAt.2 fun x => (h.dz x).continuousAt
  obtain ⟨x, hx⟩ := mem_range_of_exists_le_of_exists_ge hcont
    ⟨s, (not_le.1 hneg).le⟩ ⟨0, by rw [h.z0]; exact zero_le_one⟩
  have h4 := hb x
  rw [hx] at h4
  linarith
```

In the second, the hypothesis `|g| < 4 * t` already forces $t>0$. The identity for $8tN$ is `hM`, and `hm` states that $\theta-ks$ is monotone on $[0,T]$. Comparing the endpoints contradicts $\arctan<\pi/2$. A zero of $z$ means equal populations at that instant, not complete transfer to the other site.

```lean
/-- For `|g| < 4t` the population imbalance vanishes no later than `4πt/(16t² - g²)`. -/
theorem untrapped_below {t g : ℝ} (hg : |g| < 4 * t) {z y r : ℝ → ℝ}
    (h : IsDimerSolution t g z y r) :
    ∃ s ∈ Icc 0 (4 * Real.pi * t / (16 * t ^ 2 - g ^ 2)), z s = 0 := by
  have ht : 0 < t := by linarith [abs_nonneg g]
  have h8 : 0 < 8 * t := by positivity
  have hpos : 0 < 16 * t ^ 2 - g ^ 2 := by
    obtain ⟨h1, h2⟩ := abs_lt.1 hg
    have h3 := mul_pos (sub_pos.2 h2) (by linarith : 0 < 4 * t + g)
    nlinarith
  obtain ⟨k, hk⟩ : ∃ k, 8 * t * k = 16 * t ^ 2 - g ^ 2 :=
    ⟨(16 * t ^ 2 - g ^ 2) / (8 * t), mul_div_cancel₀ _ h8.ne'⟩
  have hk0 : 0 < k := (mul_pos_iff_of_pos_left h8).1 (by rw [hk]; exact hpos)
  obtain ⟨T, hT⟩ : ∃ T, T = 4 * Real.pi * t / (16 * t ^ 2 - g ^ 2) := ⟨_, rfl⟩
  rw [← hT]
  have hT0 : 0 ≤ T := by
    rw [hT]; exact (div_pos (mul_pos (mul_pos four_pos Real.pi_pos) ht) hpos).le
  have hTk : k * T = Real.pi / 2 := by
    have h1 := (eq_div_iff hpos.ne').1 hT
    exact mul_left_cancel₀ h8.ne' (by linear_combination h1 + T * hk)
  by_contra hno
  have hz : ∀ s ∈ Icc 0 T, z s ≠ 0 := fun s hs h0 => hno ⟨s, hs, h0⟩
  have hf := fun s (hs : s ∈ Icc 0 T) =>
    ((h.dy s).fun_div (h.dz s) (hz s hs)).arctan.fun_sub ((hasDerivAt_id' s).const_mul k)
  -- the angle `arctan (y / z)` advances at least at the rate `k` on `[0, T]`
  have hm : MonotoneOn (fun s => Real.arctan (y s / z s) - k * s) (Icc 0 T) := by
    refine monotoneOn_of_deriv_nonneg (convex_Icc 0 T)
      (fun s hs => (hf s hs).continuousAt.continuousWithinAt)
      (fun s hs => (hf s (interior_subset hs)).differentiableAt.differentiableWithinAt)
      fun s hs => ?_
    have hzs := hz s (interior_subset hs)
    rw [(hf s (interior_subset hs)).deriv, mul_one, sub_nonneg, one_div_mul_eq_div,
      le_div_iff₀ (by positivity), le_div_iff₀ (by positivity)]
    have hn := bloch_norm h s
    have hc := coherence_eq h s
    have e : k * (1 + (y s / z s) ^ 2) * z s ^ 2 = k * (z s ^ 2 + y s ^ 2) := by
      field_simp
    have h1 : k * (z s ^ 2 + y s ^ 2) ≤ k * 1 :=
      mul_le_mul_of_nonneg_left (by linarith [sq_nonneg (r s)]) hk0.le
    have hM : 8 * t * ((2 * t * z s - g * z s * r s) * z s - y s * -(2 * t * y s)) =
        16 * t ^ 2 - g ^ 2 + (g * z s ^ 2) ^ 2 := by
      linear_combination (16 * t ^ 2) * hn -
        (4 * t * r s + g * (1 - z s ^ 2) + 2 * g * z s ^ 2) * hc
    have h2 : k ≤ (2 * t * z s - g * z s * r s) * z s - y s * -(2 * t * y s) :=
      le_of_mul_le_mul_left (by rw [hM, hk]; linarith [sq_nonneg (g * z s ^ 2)]) h8
    rw [e]
    linarith
  have h5 := hm (left_mem_Icc.2 hT0) (right_mem_Icc.2 hT0) hT0
  simp only [h.y0, zero_div, Real.arctan_zero, mul_zero, sub_zero, hTk] at h5
  linarith [Real.arctan_lt_pi_div_two (y T / z T)]

end

end DimerSelfTrapping
```

```lean
#print axioms DimerSelfTrapping.critical_imbalance
#print axioms DimerSelfTrapping.trapped_above
#print axioms DimerSelfTrapping.untrapped_below
```

```
'DimerSelfTrapping.critical_imbalance' depends on axioms: [propext, Classical.choice, Quot.sound]
'DimerSelfTrapping.trapped_above' depends on axioms: [propext, Classical.choice, Quot.sound]
'DimerSelfTrapping.untrapped_below' depends on axioms: [propext, Classical.choice, Quot.sound]
```
